# Between heavily doped leads, a zero-energy Dirac mode crosses a graphene strip with amplitude 1/cosh of its integrated transverse momentum

A strip of undoped graphene joins two heavily doped leads, with the Fermi energy at the Dirac point of the strip. A mode with fixed non-zero transverse momentum has no propagating wave in the strip, only growing and decaying exponentials. How much of an incident wave gets through?

## The strip and its leads

Let \(x\) run across the strip, \(0\le x\le L\), and set \(\hbar=v=1\). The spinor \(\psi=(\psi_0,\psi_1)\) holds the two sublattice amplitudes. At zero energy it obeys

\[
\sigma_x(-i\psi')+w(x)\,\sigma_y\psi=0 .
\]

The real function \(w\) is the kinetic transverse momentum: the conserved momentum \(q\) plus the contribution of any transverse vector potential that depends on \(x\) alone.

```lean
import Mathlib

open Matrix Set

namespace GrapheneEvanescentTransmission

noncomputable section

/-- The Pauli matrix `σx` acting on the two sublattice amplitudes. -/
def pauliX : Matrix (Fin 2) (Fin 2) ℂ := !![0, 1; 1, 0]

/-- The Pauli matrix `σy` acting on the two sublattice amplitudes. -/
def pauliY : Matrix (Fin 2) (Fin 2) ℂ := !![0, -Complex.I; Complex.I, 0]
```

`diracH` takes the value and the slope of the spinor at one point as separate arguments.

```lean
/-- The Dirac Hamiltonian `σx (-i ∂x) + w σy` (units `ħ = v = 1`) at one point, applied to a
spinor with value `ψ` and slope `dψ`; `w` is the kinetic transverse momentum there. -/
def diracH (w : ℝ) (ψ dψ : Fin 2 → ℂ) : Fin 2 → ℂ :=
  (-Complex.I) • (pauliX *ᵥ dψ) + (w : ℂ) • (pauliY *ᵥ ψ)
```

`IsZeroMode` then requires the slope to be the derivative of \(\psi\) at every point of the closed strip, one-sided at the edges.

```lean
/-- `ψ` solves the Dirac equation at zero energy on the strip `0 ≤ x ≤ L`, with one-sided
derivatives at the edges. -/
def IsZeroMode (w : ℝ → ℝ) (L : ℝ) (ψ : ℝ → Fin 2 → ℂ) : Prop :=
  ∀ x ∈ Icc 0 L, ∃ dψ, HasDerivWithinAt ψ dψ (Icc 0 L) x ∧ diracH (w x) (ψ x) dψ = 0
```

Only one number will describe the profile, \(S=S(L)\), where

\[
S(x)=\int_0^x w(x')\,dx' .
\]

```lean
/-- The transverse momentum integrated across the strip, from `0` to `L`. -/
def barrier (w : ℝ → ℝ) (L : ℝ) : ℝ := ∫ x in (0 : ℝ)..L, w x
```

In the leads the doping is taken so high that transverse momentum is negligible. The modes are then the eigenvectors of the velocity \(\sigma_x\): \((1,1)\) moves right and \((1,-1)\) moves left. Continuity of the spinor at the interfaces gives

\[
\psi(0)=(1,1)+r(1,-1),\qquad \psi(L)=t(1,1).
\]

Normalised, both vectors carry a factor \(1/\sqrt2\), which cancels from \(r\) and \(t\). They carry currents of equal size, so \(|r|^2\) and \(|t|^2\) are probabilities. These lead conditions are assumed in `IsScattering`, not derived from a model of the leads.

```lean
/-- A zero-energy scattering state: an incident wave `(1, 1)` and a reflected wave `r (1, -1)`
at `x = 0` are joined through the strip to a transmitted wave `t (1, 1)` at `x = L`. -/
def IsScattering (w : ℝ → ℝ) (L : ℝ) (r t : ℂ) : Prop :=
  ∃ ψ, IsZeroMode w L ψ ∧ ψ 0 = ![1, 1] + r • ![1, -1] ∧ ψ L = t • ![1, 1]
```

## One equation per sublattice

Multiplying out the Pauli matrices gives the two components

\[
-i(\psi_1'+w\psi_1)=0,\qquad -i(\psi_0'-w\psi_0)=0,
\]

so \(\psi_0'=w\psi_0\) and \(\psi_1'=-w\psi_1\). The proof computes these components, then cancels \(-i\).

```lean
/-- At zero energy the Dirac equation decouples into one first-order equation for each
sublattice, with opposite signs of the transverse momentum. -/
theorem diracH_eq_zero_iff (w : ℝ) (ψ dψ : Fin 2 → ℂ) :
    diracH w ψ dψ = 0 ↔ dψ 0 = w * ψ 0 ∧ dψ 1 = -w * ψ 1 := by
  have h : diracH w ψ dψ =
      ![-Complex.I * (dψ 1 + w * ψ 1), -Complex.I * (dψ 0 - w * ψ 0)] := by
    ext i
    fin_cases i <;>
      simp [diracH, pauliX, pauliY, dotProduct, Fin.sum_univ_two] <;> ring
  have hI : -Complex.I ≠ 0 := neg_ne_zero.2 Complex.I_ne_zero
  rw [h]
  constructor
  · intro h
    have h0 : -Complex.I * (dψ 1 + w * ψ 1) = 0 := congrFun h 0
    have h1 : -Complex.I * (dψ 0 - w * ψ 0) = 0 := congrFun h 1
    have k0 := (mul_eq_zero.1 h0).resolve_left hI
    have k1 := (mul_eq_zero.1 h1).resolve_left hI
    exact ⟨by linear_combination k1, by linear_combination k0⟩
  · rintro ⟨a, b⟩
    ext i
    fin_cases i <;> simp [a, b]
```

## Crossing the strip

Both equations have the form \(f'=s\,w f\), with \(s=\pm1\). For continuous \(w\), \(S'(x)=w(x)\), and the chain rule gives

\[
\frac{d}{dx}e^{sS(x)}=s\,w(x)\,e^{sS(x)} .
\]

```lean
/-- For continuous `w`, the exponential of `s` times the integrated transverse momentum
has logarithmic derivative `s w`. -/
theorem hasDerivAt_exp_barrier {w : ℝ → ℝ} (hw : Continuous w) (s : ℂ) (x : ℝ) :
    HasDerivAt (fun y => Complex.exp (s * (barrier w y : ℂ)))
      (s * w x * Complex.exp (s * (barrier w x : ℂ))) x := by
  have h : HasDerivAt (fun y => barrier w y) (w x) x :=
    (hw.integral_hasStrictDerivAt 0 x).hasDerivAt
  exact ((h.ofReal_comp.const_mul s).cexp).congr_deriv (by ring)
```

Hence

\[
\left(e^{-sS(x)}f\right)'=-s\,w\,e^{-sS(x)}f+e^{-sS(x)}s\,w f=0 .
\]

The product is constant, and since \(S(0)=0\), \(f(L)=e^{sS}f(0)\). In Lean, `hg` is the vanishing derivative and `constant_of_has_deriv_right_zero` supplies the constancy.

```lean
/-- An amplitude obeying `f' = s w f` on the strip, with `w` continuous, is multiplied by the
exponential of `s` times the integrated transverse momentum on crossing it. -/
theorem amplitude_propagates {w : ℝ → ℝ} (hw : Continuous w) {L : ℝ} (hL : 0 ≤ L) (s : ℂ)
    {f : ℝ → ℂ} (hf : ∀ x ∈ Icc 0 L, HasDerivWithinAt f (s * w x * f x) (Icc 0 L) x) :
    f L = Complex.exp (s * (barrier w L : ℂ)) * f 0 := by
  -- the integrating factor turns the amplitude into a constant
  have hg : ∀ x ∈ Icc 0 L, HasDerivWithinAt
      (fun y => Complex.exp (-s * (barrier w y : ℂ)) * f y) 0 (Icc 0 L) x := by
    intro x hx
    have h := ((hasDerivAt_exp_barrier hw (-s) x).hasDerivWithinAt (s := Icc 0 L)).fun_mul
      (hf x hx)
    exact h.congr_deriv (by ring)
  have h : Complex.exp (-s * (barrier w L : ℂ)) * f L
      = Complex.exp (-s * (barrier w 0 : ℂ)) * f 0 :=
    constant_of_has_deriv_right_zero (fun x hx => (hg x hx).continuousWithinAt)
      (fun x hx => (hg x (Ico_subset_Icc_self hx)).mono_of_mem_nhdsWithin
        (Icc_mem_nhdsGE_of_mem hx)) L ⟨hL, le_rfl⟩
  have hb : barrier w 0 = 0 := by simp [barrier]
  rw [hb, Complex.ofReal_zero, mul_zero, Complex.exp_zero, one_mul] at h
  rw [← h, ← mul_assoc, ← Complex.exp_add, neg_mul, add_neg_cancel, Complex.exp_zero, one_mul]
```

## Matching to the leads

The components start at \(1+r\) and \(1-r\), and both must end at \(t\):

\[
(1+r)e^{S}=t,\qquad (1-r)e^{-S}=t .
\]

Thus \(1+r=te^{-S}\) and \(1-r=te^{S}\). Adding gives \(1=t\cosh S\); subtracting gives \(r=-t\sinh S\). Therefore

\[
t=\frac1{\cosh S},\qquad r=-\frac{\sinh S}{\cosh S}.
\]

Conversely, these values give \(1\pm r=e^{\mp S}/\cosh S\), which satisfies both conditions. The `linear_combination` steps carry out this algebra.

```lean
/-- Matching a growing and a decaying sublattice amplitude to the leads is equivalent to
`t = 1 / cosh S` and `r = -sinh S / cosh S`. -/
theorem matching_iff (S : ℝ) (r t : ℂ) :
    ((1 + r) * Complex.exp S = t ∧ (1 - r) * Complex.exp (-S) = t) ↔
      t = 1 / (Real.cosh S : ℂ) ∧ r = -(Real.sinh S : ℂ) / (Real.cosh S : ℂ) := by
  have h0 : (Real.cosh S : ℂ) ≠ 0 := Complex.ofReal_ne_zero.2 (Real.cosh_pos S).ne'
  have he : Complex.exp S * Complex.exp (-S) = 1 := by
    rw [← Complex.exp_add, add_neg_cancel, Complex.exp_zero]
  have hc : (Real.cosh S : ℂ) = (Complex.exp S + Complex.exp (-S)) / 2 := by
    rw [Complex.ofReal_cosh, Complex.cosh]
  have hs : (Real.sinh S : ℂ) = (Complex.exp S - Complex.exp (-S)) / 2 := by
    rw [Complex.ofReal_sinh, Complex.sinh]
  rw [eq_div_iff h0, eq_div_iff h0]
  constructor
  · rintro ⟨h1, h2⟩
    have ht : t * (Real.cosh S : ℂ) = 1 := by
      linear_combination t * hc - Complex.exp (-S) / 2 * h1 - Complex.exp S / 2 * h2 + he
    have hr : r = -t * (Real.sinh S : ℂ) := by
      linear_combination t * hs - Complex.exp S / 2 * h2 + Complex.exp (-S) / 2 * h1 - r * he
    exact ⟨ht, by linear_combination (Real.cosh S : ℂ) * hr - (Real.sinh S : ℂ) * ht⟩
  · rintro ⟨ht, hr⟩
    constructor <;> apply mul_right_cancel₀ h0
    · linear_combination Complex.exp S * hr - ht + Complex.exp S * hc - Complex.exp S * hs + he
    · linear_combination -Complex.exp (-S) * hr - ht + Complex.exp (-S) * hc
        + Complex.exp (-S) * hs + he
```

For these amplitudes a state does exist, namely

\[
\psi(x)=\left((1+r)e^{S(x)},\,(1-r)e^{-S(x)}\right).
\]

So for continuous \(w\) and \(L\ge0\), a scattering state with complex amplitudes \(r,t\) exists if and only if they have the values above. The forward half of the proof propagates each component; the reverse half checks this explicit spinor.

```lean
/-- For a continuous transverse momentum profile, a zero-energy scattering state with amplitudes
`r` and `t` exists exactly when `t = 1 / cosh S` and `r = -sinh S / cosh S`, where `S` is the
transverse momentum integrated across the strip. -/
theorem scattering_iff {w : ℝ → ℝ} (hw : Continuous w) {L : ℝ} (hL : 0 ≤ L) (r t : ℂ) :
    IsScattering w L r t ↔ t = 1 / (Real.cosh (barrier w L) : ℂ) ∧
      r = -(Real.sinh (barrier w L) : ℂ) / (Real.cosh (barrier w L) : ℂ) := by
  have hin : (![1, 1] + r • ![1, -1] : Fin 2 → ℂ) = ![1 + r, 1 - r] := by
    ext i
    fin_cases i <;> simp [sub_eq_add_neg]
  have hout : (t • ![1, 1] : Fin 2 → ℂ) = ![t, t] := by
    ext i
    fin_cases i <;> simp
  rw [← matching_iff, IsScattering, hin, hout]
  constructor
  · rintro ⟨ψ, hψ, h0, h1⟩
    -- propagate each sublattice amplitude from one lead to the other
    have pA := amplitude_propagates hw hL 1 (f := fun x => ψ x 0) (by
      intro x hx
      obtain ⟨d, hd, hD⟩ := hψ x hx
      exact (hasDerivWithinAt_pi.1 hd 0).congr_deriv
        (by rw [((diracH_eq_zero_iff _ _ _).1 hD).1]; ring))
    have pB := amplitude_propagates hw hL (-1) (f := fun x => ψ x 1) (by
      intro x hx
      obtain ⟨d, hd, hD⟩ := hψ x hx
      exact (hasDerivWithinAt_pi.1 hd 1).congr_deriv
        (by rw [((diracH_eq_zero_iff _ _ _).1 hD).2]; ring))
    simp only [h0, h1, one_mul, neg_mul] at pA pB
    have qA : t = Complex.exp (barrier w L) * (1 + r) := pA
    have qB : t = Complex.exp (-(barrier w L)) * (1 - r) := pB
    exact ⟨by rw [mul_comm]; exact qA.symm, by rw [mul_comm]; exact qB.symm⟩
  · rintro ⟨h1, h2⟩
    -- the explicit growing and decaying solution
    refine ⟨fun x => ![(1 + r) * Complex.exp (1 * (barrier w x : ℂ)),
      (1 - r) * Complex.exp (-1 * (barrier w x : ℂ))], ?_, ?_, ?_⟩
    · intro x _
      refine ⟨![(1 + r) * (1 * w x * Complex.exp (1 * (barrier w x : ℂ))),
        (1 - r) * (-1 * w x * Complex.exp (-1 * (barrier w x : ℂ)))], ?_, ?_⟩
      · rw [hasDerivWithinAt_pi, Fin.forall_fin_two]
        exact ⟨((hasDerivAt_exp_barrier hw 1 x).const_mul (1 + r)).hasDerivWithinAt,
          ((hasDerivAt_exp_barrier hw (-1) x).const_mul (1 - r)).hasDerivWithinAt⟩
      · rw [diracH_eq_zero_iff]
        simp only [Matrix.cons_val_zero, Matrix.cons_val_one]
        constructor <;> ring
    · simp [barrier]
    · simp only [one_mul, neg_mul, h1, h2]
```

Because `IsZeroMode` demands the equation at every point, integrability of \(w\) alone would not be enough. Take \(L=1\), with \(w(1/2)=1\) and \(w=0\) elsewhere. Then \(S=0\), and the formula predicts \(t=1\), \(r=0\). But \(\psi\) is continuous with zero slope away from \(1/2\), hence constant, and the equation at \(1/2\) forces \(\psi=0\). This contradicts \(\psi(0)=(1+r,1-r)\), so no scattering state exists in this strict sense. The obstacle lies in the definition, not in the physics: for a vector potential with a few steps, one asks only for a continuous spinor that solves the equation between the steps, and propagating it piece by piece gives the same formula.

## Uniform strips and probabilities

For constant \(w=q\), \(S=qL\) and \(t=1/\cosh(qL)\).

```lean
/-- In a uniform strip of length `L`, the zero-energy mode of transverse momentum `q` has
transmission amplitude `1 / cosh (q L)`. -/
theorem uniform_strip (q : ℝ) {L : ℝ} (hL : 0 ≤ L) {r t : ℂ}
    (h : IsScattering (fun _ => q) L r t) : t = 1 / (Real.cosh (q * L) : ℂ) := by
  have hb : barrier (fun _ => q) L = q * L := by
    simp only [barrier, intervalIntegral.integral_const, sub_zero, smul_eq_mul]
    ring
  rw [← hb]
  exact ((scattering_iff continuous_const hL r t).1 h).1
```

Taking squared moduli,

\[
|t|^2=\frac1{\cosh^2S},\qquad |r|^2+|t|^2=\frac{\sinh^2S+1}{\cosh^2S}=1 .
\]

```lean
/-- For a continuous profile, the transmission probability is `1 / cosh² S`, with `S` the
integrated transverse momentum, and reflection and transmission probabilities add up to one. -/
theorem transmission_probability {w : ℝ → ℝ} (hw : Continuous w) {L : ℝ} (hL : 0 ≤ L)
    {r t : ℂ} (h : IsScattering w L r t) :
    ‖t‖ ^ 2 = 1 / Real.cosh (barrier w L) ^ 2 ∧ ‖r‖ ^ 2 + ‖t‖ ^ 2 = 1 := by
  obtain ⟨ht, hr⟩ := (scattering_iff hw hL r t).1 h
  have hT : ‖t‖ ^ 2 = 1 / Real.cosh (barrier w L) ^ 2 := by
    rw [ht, norm_div, norm_one, Complex.norm_real, Real.norm_eq_abs, div_pow, sq_abs, one_pow]
  have hR : ‖r‖ ^ 2 = Real.sinh (barrier w L) ^ 2 / Real.cosh (barrier w L) ^ 2 := by
    rw [hr, norm_div, norm_neg, Complex.norm_real, Complex.norm_real, Real.norm_eq_abs,
      Real.norm_eq_abs, div_pow, sq_abs, sq_abs]
  refine ⟨hT, ?_⟩
  rw [hR, hT, ← add_div, ← Real.cosh_sq]
  exact div_self (pow_ne_zero 2 (Real.cosh_pos _).ne')
```

Transmission is perfect when \(\cosh^2S=1\), that is \(\sinh S=0\), that is \(S=0\). A non-zero profile that averages to zero is therefore fully transparent.

```lean
/-- For a continuous profile, a zero-energy mode is transmitted with probability one exactly when
its transverse momentum integrates to zero across the strip. -/
theorem perfect_transmission_iff {w : ℝ → ℝ} (hw : Continuous w) {L : ℝ} (hL : 0 ≤ L)
    {r t : ℂ} (h : IsScattering w L r t) : ‖t‖ ^ 2 = 1 ↔ barrier w L = 0 := by
  rw [(transmission_probability hw hL h).1]
  constructor
  · intro h1
    rw [div_eq_iff (pow_ne_zero 2 (Real.cosh_pos _).ne')] at h1
    have h2 : Real.sinh (barrier w L) ^ 2 = 0 := by
      linarith [Real.cosh_sq (barrier w L)]
    exact Real.sinh_eq_zero.1 ((pow_eq_zero_iff two_ne_zero).1 h2)
  · intro h1
    simp [h1]

end

end GrapheneEvanescentTransmission
```

These probabilities are the input to a Landauer calculation of the conductance of a ballistic strip, for non-interacting electrons in a single valley at exactly zero energy, with ideal leads, no electrostatic potential in the strip and no disorder that mixes transverse modes.

```lean
#print axioms GrapheneEvanescentTransmission.uniform_strip
#print axioms GrapheneEvanescentTransmission.perfect_transmission_iff
```

```
'GrapheneEvanescentTransmission.uniform_strip' depends on axioms: [propext, Classical.choice, Quot.sound]
'GrapheneEvanescentTransmission.perfect_transmission_iff' depends on axioms: [propext, Classical.choice, Quot.sound]
```
